# The exchange matrix of a separable interaction B(p,r)B(q,s) has rank (rank B)²

Two electrons scatter from orbitals $r,s$ into orbitals $p,q$. Suppose that the interaction couples a one-body operator to itself, so that its matrix elements are products:

$$\langle pq|rs\rangle = B(p,r)\,B(q,s), \qquad \langle pq|sr\rangle = B(p,s)\,B(q,r).$$

The first is the direct element and the second the exchange element. Here $B$ is a complex matrix, with $p,q$ in one finite orbital set and $r,s$ in another. The sets may be virtual and occupied orbitals, as in second-order perturbation theory, or they may coincide. A coupling constant is absorbed into $B$.

Both families of numbers are arranged as matrices with rows $(p,r)$ and columns $(q,s)$:

$$D_{(p,r),(q,s)} = B(p,r)B(q,s), \qquad X_{(p,r),(q,s)} = B(p,s)B(q,r).$$

These are matrices of two-electron elements, not the Coulomb and exchange operators $J$ and $K$ of Hartree–Fock theory, which are already contracted with a density. Write $\rho$ for the rank of $B$. Then $D$ has rank at most one, while $X$ has rank $\rho^2$. For $\rho\ge 2$, exchange therefore loses the one-term factorisation in this pairing of the indices.

## Ranks from a factorisation of B

**Rank factorisation.** Take a basis of the column space of $B$ as the $\rho$ columns of a matrix $C$. Each column of $B$ is a combination of them, and the coefficients form a matrix $R$ with $B=CR$. The columns of $C$ are independent, so $C$ has a left inverse $L$, with $LC=1$. The columns of $B$ span the column space, so the columns of $R$ span $\mathbb{C}^\rho$, and $R$ has a right inverse $M$, with $RM=1$.

**Kronecker products.** Let $A=CR$ and $A'=C'R'$ be two such factorisations, with ranks $\rho$ and $\rho'$. The rule $(PQ)\otimes(P'Q')=(P\otimes P')(Q\otimes Q')$ gives

$$A\otimes A'=(C\otimes C')(R\otimes R').$$

The inner dimension is $\rho\rho'$, so the rank is at most $\rho\rho'$. Since $LAM=(LC)(RM)=1$, and likewise for $A'$,

$$(L\otimes L')(A\otimes A')(M\otimes M')=1_{\rho\rho'}.$$

Multiplication cannot raise the rank, so the rank of $A\otimes A'$ is also at least $\rho\rho'$.

**Direct matrix.** Let $u$ be the vector with components $u_{(p,r)}=B(p,r)$. Then $D=uu^{T}$, which has rank at most one. If some $B(p,r)\neq0$, the diagonal entry $B(p,r)^2$ is nonzero and the rank is exactly one.

**Exchange matrix.** The Kronecker product of $B$ and its transpose has the entries

$$(B\otimes B^{T})_{(p,r),(s,q)}=B(p,s)\,B^{T}(r,q)=B(p,s)\,B(q,r).$$

Column $(q,s)$ of $X$ is thus column $(s,q)$ of $B\otimes B^{T}$. Relabelling columns leaves their span unchanged, so $\operatorname{rank}X=\rho\cdot\rho=\rho^2$.

**Separated terms.** Suppose that $B(p,s)B(q,r)=\sum_{a=1}^{N}U_a(p,r)V_a(q,s)$. This writes $X$ as a product with inner dimension $N$, hence $N\ge\rho^2$. Conversely, a rank factorisation of $X$ itself is an expansion with exactly $\rho^2$ terms.

## Two orbitals worked through

Take $B=\begin{pmatrix}1&0\\0&2\end{pmatrix}$ and order the pairs as $(1,1),(1,2),(2,1),(2,2)$. Then $u=(1,0,0,2)^T$ and

$$D=\begin{pmatrix}1&0&0&2\\0&0&0&0\\0&0&0&0\\2&0&0&4\end{pmatrix},\qquad
X=\begin{pmatrix}1&0&0&0\\0&0&2&0\\0&2&0&0\\0&0&0&4\end{pmatrix}.$$

The last row of $D$ is twice the first, so its rank is one. The determinant of $X$ is $1\cdot(-4)\cdot4=-16$, so its rank is $4=2^2$. If instead every entry of $B$ is $1$, then $\rho=1$ and $X=D$, again of rank one.

## Orbital pairs as matrix indices in Lean

The types `m` and `k` are the two finite orbital sets: $p,q$ lie in `m`, and $r,s$ in `k`. The primed types serve the general Kronecker product.

```lean
import Mathlib

open Matrix
open scoped Kronecker

namespace ExchangeRank

variable {m k m' k' : Type*} [Fintype m] [Fintype k] [Fintype m'] [Fintype k']
```

A row index `x` is the pair $(p,r)$ and a column index `y` is the pair $(q,s)$, so `x.1`, `x.2`, `y.1`, `y.2` are $p,r,q,s$ in that order.

```lean
/-- The direct matrix of a separable interaction: rows `(p,r)`, columns `(q,s)`,
entries `B(p,r) B(q,s)`. -/
def direct (B : Matrix m k ℂ) : Matrix (m × k) (m × k) ℂ :=
  Matrix.of fun x y => B x.1 x.2 * B y.1 y.2
```

The exchange matrix keeps the same rows and columns and interchanges $r$ and $s$ in the entries. Neither definition contains a complex conjugate, and no symmetry of `B` is assumed.

```lean
/-- The exchange matrix of a separable interaction: rows `(p,r)`, columns `(q,s)`,
entries `B(p,s) B(q,r)`. -/
def exchange (B : Matrix m k ℂ) : Matrix (m × k) (m × k) ℂ :=
  Matrix.of fun x y => B x.1 y.2 * B y.1 x.2
```

## Factorisation and multiplicativity of rank

The next theorem supplies $C$, $R$, $L$ and $M$. The inner index type `Fin B.rank` has exactly $\rho$ elements.

```lean
/-- Every complex matrix factorises through a space whose dimension is its rank; the left
factor has a left inverse and the right factor has a right inverse. -/
theorem exists_rank_factorisation (B : Matrix m k ℂ) :
    ∃ (C : Matrix m (Fin B.rank) ℂ) (R : Matrix (Fin B.rank) k ℂ)
      (L : Matrix (Fin B.rank) m ℂ) (M : Matrix k (Fin B.rank) ℂ),
      C * R = B ∧ L * C = 1 ∧ R * M = 1 := by
  classical
  -- coordinates on the range of `B`
  let e : LinearMap.range B.mulVecLin ≃ₗ[ℂ] (Fin B.rank → ℂ) :=
    LinearEquiv.ofFinrankEq _ _ (by rw [Module.finrank_fin_fun]; rfl)
  let c := (LinearMap.range B.mulVecLin).subtype ∘ₗ e.symm.toLinearMap
  let f := e.toLinearMap ∘ₗ B.mulVecLin.rangeRestrict
  obtain ⟨l, hl⟩ := c.exists_leftInverse_of_injective
    (LinearMap.ker_eq_bot.mpr (Subtype.val_injective.comp e.symm.injective))
  obtain ⟨g, hg⟩ := f.exists_rightInverse_of_surjective
    (LinearMap.range_eq_top.mpr
      (e.surjective.comp B.mulVecLin.surjective_rangeRestrict))
  have hcf : c ∘ₗ f = B.mulVecLin := LinearMap.ext fun x => by simp [c, f]
  refine ⟨LinearMap.toMatrix' c, LinearMap.toMatrix' f, LinearMap.toMatrix' l,
    LinearMap.toMatrix' g, ?_, ?_, ?_⟩
  · rw [← LinearMap.toMatrix'_comp, hcf]
    exact LinearMap.toMatrix'_toLin' B
  · rw [← LinearMap.toMatrix'_comp, hl, LinearMap.toMatrix'_id]
  · rw [← LinearMap.toMatrix'_comp, hg, LinearMap.toMatrix'_id]
```

The proof works with linear maps. The equivalence `e` chooses coordinates on the range of $B$, which amounts to choosing the basis above. The map `c` sends coordinates to vectors in the range and is injective; `f` sends an input vector to the coordinates of its image and is surjective. Their one-sided inverses `l` and `g` become $L$ and $M$ when `LinearMap.toMatrix'` turns the maps into matrices.

For the Kronecker product, `h2` is the factorisation that bounds the rank from above, and `h1` is the compression to the identity that bounds it from below. The two halves of `le_antisymm` are these two inequalities.

```lean
/-- The rank of a Kronecker product of complex matrices is the product of the ranks. -/
theorem rank_kronecker_eq_mul (A : Matrix m k ℂ) (B : Matrix m' k' ℂ) :
    (A ⊗ₖ B).rank = A.rank * B.rank := by
  obtain ⟨C, R, L, M, hA, hL, hR⟩ := exists_rank_factorisation A
  obtain ⟨C', R', L', M', hB, hL', hR'⟩ := exists_rank_factorisation B
  have h2 : A ⊗ₖ B = (C ⊗ₖ C') * (R ⊗ₖ R') := by
    rw [← mul_kronecker_mul, hA, hB]
  have hLA : L * A * M = 1 := by
    calc L * A * M = L * (C * R) * M := congrArg (fun X => L * X * M) hA.symm
      _ = (L * C) * (R * M) := by simp only [Matrix.mul_assoc]
      _ = 1 := by rw [hL, hR, Matrix.mul_one]
  have hLB : L' * B * M' = 1 := by
    calc L' * B * M' = L' * (C' * R') * M' := congrArg (fun X => L' * X * M') hB.symm
      _ = (L' * C') * (R' * M') := by simp only [Matrix.mul_assoc]
      _ = 1 := by rw [hL', hR', Matrix.mul_one]
  have h1 : (L ⊗ₖ L') * (A ⊗ₖ B) * (M ⊗ₖ M') = 1 := by
    rw [← mul_kronecker_mul, ← mul_kronecker_mul, hLA, hLB, one_kronecker_one]
  apply le_antisymm
  · -- the product passes through a space of dimension `rank A * rank B`
    calc (A ⊗ₖ B).rank = ((C ⊗ₖ C') * (R ⊗ₖ R')).rank := by rw [h2]
      _ ≤ (C ⊗ₖ C').rank := rank_mul_le_left _ _
      _ ≤ Fintype.card (Fin A.rank × Fin B.rank) := rank_le_card_width _
      _ = A.rank * B.rank := by simp
  · -- and it compresses to the identity on that space
    calc A.rank * B.rank
        = (1 : Matrix (Fin A.rank × Fin B.rank) (Fin A.rank × Fin B.rank) ℂ).rank := by
          simp [Matrix.rank_one]
      _ = ((L ⊗ₖ L') * (A ⊗ₖ B) * (M ⊗ₖ M')).rank := by rw [h1]
      _ ≤ ((L ⊗ₖ L') * (A ⊗ₖ B)).rank := rank_mul_le_left _ _
      _ ≤ (A ⊗ₖ B).rank := rank_mul_le_right _ _
```

## The ranks of the exchange and direct matrices

The relabelling of columns is `hcol`, which holds by definition. Because `Prod.swap` is surjective, both matrices have the same set of columns and hence the same span. Multiplicativity and the invariance of rank under transposition finish the proof.

```lean
/-- The rank of the exchange matrix is the square of the rank of `B`. -/
theorem exchange_rank (B : Matrix m k ℂ) : (exchange B).rank = B.rank ^ 2 := by
  -- exchange is `B ⊗ Bᵀ` with relabelled columns, which span the same space
  have hcol : (exchange B).col = (B ⊗ₖ Bᵀ).col ∘ Prod.swap := rfl
  have hrank : (exchange B).rank = (B ⊗ₖ Bᵀ).rank := by
    rw [Matrix.rank_eq_finrank_span_cols, Matrix.rank_eq_finrank_span_cols, hcol,
      Prod.swap_surjective.range_comp]
  rw [hrank, rank_kronecker_eq_mul, Matrix.rank_transpose, sq]
```

The main theorem joins this equality to the bound for the outer product $uu^T$. It holds for every `B`, including the zero matrix, for which both ranks vanish.

```lean
/-- For a separable interaction the direct matrix has rank at most one, whereas the exchange
matrix has rank equal to the square of the rank of `B`. -/
theorem direct_and_exchange_rank (B : Matrix m k ℂ) :
    (direct B).rank ≤ 1 ∧ (exchange B).rank = B.rank ^ 2 :=
  ⟨Matrix.rank_vecMulVec_le (fun x : m × k => B x.1 x.2) (fun y : m × k => B y.1 y.2),
    exchange_rank B⟩
```

For nonzero `B` the direct rank is exactly one. The proof assumes rank zero and factorises the direct matrix through an empty index set. Every diagonal entry $B(p,r)^2$ is then an empty sum, so `B` would be zero.

```lean
/-- The direct matrix of a nonzero `B` has rank exactly one. -/
theorem direct_rank_eq_one (B : Matrix m k ℂ) (hB : B ≠ 0) : (direct B).rank = 1 := by
  have hne : (direct B).rank ≠ 0 := by
    intro h0
    obtain ⟨C, R, _, _, h, _, _⟩ := exists_rank_factorisation (direct B)
    have : IsEmpty (Fin (direct B).rank) := by rw [h0]; infer_instance
    apply hB
    ext p r
    -- a factorisation through dimension zero makes every diagonal entry vanish
    have hpr := congrFun (congrFun h (p, r)) (p, r)
    rw [Matrix.mul_apply, Finset.univ_eq_empty, Finset.sum_empty] at hpr
    exact mul_self_eq_zero.mp hpr.symm
  have hle := (direct_and_exchange_rank B).1
  omega
```

## How many separated terms exchange needs

In the lower bound, `U` and `V` are arbitrary families of `N` matrices, and the hypothesis `h` says that their products sum to the exchange element for all orbitals. The proof stacks them into a tall matrix `C` and a wide matrix `R` whose product is the exchange matrix.

```lean
/-- If the exchange entries are a sum of `N` separated terms `U(p,r) V(q,s)`, then `N` is at
least the square of the rank of `B`. -/
theorem separated_terms_lower_bound (B : Matrix m k ℂ) (N : ℕ)
    (U V : Fin N → Matrix m k ℂ)
    (h : ∀ p q r s, B p s * B q r = ∑ a, U a p r * V a q s) :
    B.rank ^ 2 ≤ N := by
  let C : Matrix (m × k) (Fin N) ℂ := Matrix.of fun x a => U a x.1 x.2
  let R : Matrix (Fin N) (m × k) ℂ := Matrix.of fun a y => V a y.1 y.2
  have hCR : exchange B = C * R := by
    ext x y
    rw [Matrix.mul_apply]
    exact h x.1 y.1 x.2 y.2
  calc B.rank ^ 2 = (C * R).rank := by rw [← exchange_rank, hCR]
    _ ≤ C.rank := rank_mul_le_left _ _
    _ ≤ Fintype.card (Fin N) := rank_le_card_width _
    _ = N := Fintype.card_fin N
```

The bound is attained. The proof applies the rank factorisation to `exchange B` and reads the columns of `C` and the rows of `R` as matrices on orbital pairs.

```lean
/-- The exchange entries can be written as a sum of separated terms `U(p,r) V(q,s)` whose
number is the square of the rank of `B`. -/
theorem separated_terms_attained (B : Matrix m k ℂ) :
    ∃ U V : Fin (B.rank ^ 2) → Matrix m k ℂ,
      ∀ p q r s, B p s * B q r = ∑ a, U a p r * V a q s := by
  rw [← exchange_rank B]
  obtain ⟨C, R, _, _, h, _, _⟩ := exists_rank_factorisation (exchange B)
  refine ⟨fun a => Matrix.of fun p r => C (p, r) a,
    fun a => Matrix.of fun q s => R a (q, s), fun p q r s => ?_⟩
  have hpq := congrFun (congrFun h (p, r)) (q, s)
  rw [Matrix.mul_apply] at hpq
  exact hpq.symm
```

When the two orbital sets coincide and `B` is invertible, the exchange matrix has full rank: with $n$ orbitals, an exact separated expansion needs $n^2$ terms.

```lean
/-- For an invertible square `B` the exchange matrix has full rank, the square of the number
of orbitals. -/
theorem exchange_rank_of_invertible [DecidableEq m] (B : Matrix m m ℂ) (hB : IsUnit B) :
    (exchange B).rank = Fintype.card m ^ 2 := by
  rw [exchange_rank, Matrix.rank_of_isUnit B hB]

end ExchangeRank
```

```lean
#print axioms ExchangeRank.direct_and_exchange_rank
#print axioms ExchangeRank.direct_rank_eq_one
#print axioms ExchangeRank.separated_terms_attained
#print axioms ExchangeRank.exchange_rank_of_invertible
```

```
'ExchangeRank.direct_and_exchange_rank' depends on axioms: [propext, Classical.choice, Quot.sound]
'ExchangeRank.direct_rank_eq_one' depends on axioms: [propext, Classical.choice, Quot.sound]
'ExchangeRank.separated_terms_attained' depends on axioms: [propext, Classical.choice, Quot.sound]
'ExchangeRank.exchange_rank_of_invertible' depends on axioms: [propext, Classical.choice, Quot.sound]
```

## What this means for factorised integrals

Density fitting and truncated Cholesky decomposition approximate the two-electron integrals over real orbitals by sums of separable terms. For a single such term on a finite orbital set, the theorems give the smallest number of separated terms that reproduces exchange exactly in the direct pairing $(p,r),(q,s)$. A realistic Coulomb interaction has many terms, and the step from one term to their sum is left open, because the rank of a sum is not fixed by the ranks of its parts.

The count concerns exact expansions, so an approximation to a given tolerance may use fewer terms. It also depends on the pairing: with rows $(p,s)$ and columns $(q,r)$, the exchange elements again form an outer product.
